# Projecting the Dirac matrix α_k onto free positive-energy states gives p_k/E

## Replacing a matrix by a velocity

To compute the current of a free Dirac particle in a positive-energy state of momentum \(p\), one replaces the matrix \(\alpha_k\) by the number \(p_k/E\). In units with \(\hbar=c=1\), \(\alpha_k\) is the velocity operator. Its eigenvalues are \(\pm1\), yet its mean in such a state is the classical velocity.

The replacement rests on an identity between projectors. At each fixed momentum it also holds for the free-particle projectors used in some relativistic electronic-structure methods, even if the full Hamiltonian there contains a potential. It does not cover projectors built from a Hamiltonian that includes the potential.

## The algebra and the identity

Let \(\alpha_i\) and \(\beta\) square to one and anticommute pairwise. For real numbers \(p_i\) and \(m\), define

\[
H=\sum_i p_i\alpha_i+m\beta,\qquad E=\sqrt{\sum_i p_i^2+m^2},\qquad P_\pm=\frac{E\pm H}{2E}.
\]

If \(E>0\), then \(P_++P_-=1\) and

\[
P_\pm\alpha_kP_\pm=\pm\frac{p_k}{E}P_\pm,\qquad
P_\pm\beta P_\pm=\pm\frac mE P_\pm .
\]

This is `classical_velocity`. In Lean, `IsDiracAlgebra α β` holds the algebraic relations, `ι` is any finite set of directions, and `A` is any ring with a real algebra structure. A real number multiplies an element of `A` through `•`, so the \(E\) in \(E\pm H\) is `energy p m • (1 : A)`. The momentum `p` is a list of numbers, not an operator, and `m` may have either sign. The hypothesis `hE : 0 < energy p m` excludes only the case where the mass and all momentum components vanish.

States, Hermitian conjugation and a position operator are absent from the model. The mean value quoted above follows from the identity once the matrices are Hermitian and the state is normalised.

## Derivation from two anticommutators

Only the term \(i=k\) survives in the first anticommutator, and only the mass term in the second:

\[
\{\alpha_k,H\}=\sum_i p_i\{\alpha_k,\alpha_i\}+m\{\alpha_k,\beta\}=2p_k,\qquad \{\beta,H\}=2m.
\]

Consequently

\[
2H^2=\{H,H\}=\sum_i p_i\{H,\alpha_i\}+m\{H,\beta\}=2\sum_i p_i^2+2m^2=2E^2 .
\]

With \(H^2=E^2\),

\[
HP_\pm=\frac{EH\pm E^2}{2E}=\pm E P_\pm=P_\pm H .
\]

The sum \(P_++P_-\) is one by definition. Also \(P_+P_-=(E P_-+HP_-)/(2E)=0\), so \(P_+^2=P_+(P_++P_-)=P_+\). The same argument gives \(P_-^2=P_-\), and then \(P_-P_+=(P_++P_-)P_+-P_+^2=0\).

Now evaluate \(P_\pm\{\alpha_k,H\}P_\pm\) in two ways:

\[
\pm2E\,P_\pm\alpha_kP_\pm=2p_kP_\pm .
\]

Division by \(\pm2E\) gives the result; \(\beta\) works alike, with \(m\) in place of \(p_k\).

## What the projection removes

Inserting \(P_++P_-=1\) on both sides of \(\alpha_k\) gives

\[
\alpha_k=\frac{p_k}{E}(P_+-P_-)+P_+\alpha_kP_-+P_-\alpha_kP_+ .
\]

The last two terms connect the energy signs. Their size follows from \(P_-=1-P_+\) and \(\alpha_k^2=1\):

\[
P_+\alpha_kP_-\alpha_kP_+=P_+-P_+\alpha_kP_+\alpha_kP_+=\left(1-\frac{p_k^2}{E^2}\right)P_+ .
\]

The number \(p_k/E\) is also the group velocity, since \(\partial E/\partial p_k=2p_k/(2E)\). Dividing \(E^2=\sum_k p_k^2+m^2\) by \(E^2\) gives \(\sum_k(p_k/E)^2+(m/E)^2=1\), so the speed is below one when \(m\neq0\).

## A particle at rest, and a failure without anticommutation

For \(p=0\) and \(m>0\), \(P_+=(1+\beta)/2\) and \(P_+\alpha_kP_+=0\): the projected velocity vanishes, while \(P_+\alpha_kP_-\alpha_kP_+=P_+\).

Anticommutation is needed. Take one direction, \(\alpha=\beta=1\) in the real numbers, and \(p=m=1\). Both squares are one, but \(H=2\), \(E=\sqrt2\) and \(P_+=(1+\sqrt2)/2\). Then \(P_+\alpha P_+=P_+^2\approx1.46\), whereas \((p/E)P_+\approx0.85\).

## The Lean file

```lean
import Mathlib

open Complex (I)

namespace FreeDiracVelocity

noncomputable section

/-- The Dirac algebra: the `α i` and `β` square to one and anticommute pairwise. -/
structure IsDiracAlgebra {ι A : Type*} [Ring A] (α : ι → A) (β : A) : Prop where
  alpha_sq : ∀ i, α i * α i = 1
  alpha_anticomm : ∀ i j, i ≠ j → α i * α j + α j * α i = 0
  beta_sq : β * β = 1
  alpha_beta : ∀ i, α i * β + β * α i = 0

variable {ι : Type*} [Fintype ι] {A : Type*} [Ring A] [Algebra ℝ A]

/-- The free Dirac Hamiltonian `H = α·p + β m` at momentum `p` and mass `m`. -/
def hamiltonian (α : ι → A) (β : A) (p : ι → ℝ) (m : ℝ) : A :=
  (∑ i, p i • α i) + m • β

/-- The relativistic energy `E = √(p·p + m²)`. -/
def energy (p : ι → ℝ) (m : ℝ) : ℝ :=
  Real.sqrt ((∑ i, p i ^ 2) + m ^ 2)

/-- The positive-energy projector `P₊ = (E + H)/(2E)`. -/
def posProj (α : ι → A) (β : A) (p : ι → ℝ) (m : ℝ) : A :=
  (2 * energy p m)⁻¹ • (energy p m • (1 : A) + hamiltonian α β p m)

/-- The negative-energy projector `P₋ = (E - H)/(2E)`. -/
def negProj (α : ι → A) (β : A) (p : ι → ℝ) (m : ℝ) : A :=
  (2 * energy p m)⁻¹ • (energy p m • (1 : A) - hamiltonian α β p m)

/-- The energy-momentum relation `E² = p·p + m²`. -/
theorem energy_sq (p : ι → ℝ) (m : ℝ) : energy p m ^ 2 = (∑ i, p i ^ 2) + m ^ 2 := by
  unfold energy
  exact Real.sq_sqrt (add_nonneg (Finset.sum_nonneg fun i _ => sq_nonneg _) (sq_nonneg _))

/-- The anticommutator with `H` expands as `{X, H} = Σ p_i {X, α_i} + m {X, β}`. -/
theorem anticomm_expand (X : A) (α : ι → A) (β : A) (p : ι → ℝ) (m : ℝ) :
    X * hamiltonian α β p m + hamiltonian α β p m * X
      = (∑ i, p i • (X * α i + α i * X)) + m • (X * β + β * X) := by
  simp only [hamiltonian, mul_add, add_mul, Finset.mul_sum, Finset.sum_mul, mul_smul_comm,
    smul_mul_assoc, smul_add, Finset.sum_add_distrib]
  abel

variable {α : ι → A} {β : A}

/-- The anticommutator of `α_k` with the Hamiltonian is `{α_k, H} = 2 p_k`. -/
theorem alpha_anticomm_hamiltonian (h : IsDiracAlgebra α β) (p : ι → ℝ) (m : ℝ) (k : ι) :
    α k * hamiltonian α β p m + hamiltonian α β p m * α k = (2 * p k) • (1 : A) := by
  -- only the term `i = k` survives in the sum
  have hs : ∑ i, p i • (α k * α i + α i * α k) = (2 * p k) • (1 : A) := by
    rw [Finset.sum_eq_single k]
    · rw [h.alpha_sq k, smul_add, ← add_smul, two_mul]
    · intro i _ hik
      rw [h.alpha_anticomm k i (Ne.symm hik), smul_zero]
    · intro hk
      exact absurd (Finset.mem_univ k) hk
  rw [anticomm_expand (α k) α β p m, hs, h.alpha_beta k, smul_zero, add_zero]

/-- The anticommutator of `β` with the Hamiltonian is `{β, H} = 2 m`. -/
theorem beta_anticomm_hamiltonian (h : IsDiracAlgebra α β) (p : ι → ℝ) (m : ℝ) :
    β * hamiltonian α β p m + hamiltonian α β p m * β = (2 * m) • (1 : A) := by
  have hb : ∀ i, β * α i + α i * β = 0 := fun i => by
    rw [add_comm]; exact h.alpha_beta i
  rw [anticomm_expand β α β p m]
  simp only [hb, smul_zero, Finset.sum_const_zero, zero_add, h.beta_sq]
  rw [smul_add, ← add_smul, two_mul]

/-- The Hamiltonian squares to a number: `H² = E²`. -/
theorem hamiltonian_sq (h : IsDiracAlgebra α β) (p : ι → ℝ) (m : ℝ) :
    hamiltonian α β p m * hamiltonian α β p m = (energy p m ^ 2) • (1 : A) := by
  -- expand `{H, H}` with the two anticommutators above
  have h2 := anticomm_expand (hamiltonian α β p m) α β p m
  have ha : ∀ i, hamiltonian α β p m * α i + α i * hamiltonian α β p m
      = (2 * p i) • (1 : A) := fun i => by
    rw [add_comm]; exact alpha_anticomm_hamiltonian h p m i
  have hb : hamiltonian α β p m * β + β * hamiltonian α β p m = (2 * m) • (1 : A) := by
    rw [add_comm]; exact beta_anticomm_hamiltonian h p m
  simp only [ha, hb, smul_smul] at h2
  rw [← Finset.sum_smul, ← add_smul] at h2
  have hs : (∑ i, p i * (2 * p i)) + m * (2 * m) = 2 * energy p m ^ 2 := by
    have h3 : ∑ i, p i * (2 * p i) = 2 * ∑ i, p i ^ 2 := by
      rw [Finset.mul_sum]
      exact Finset.sum_congr rfl fun i _ => by ring
    rw [h3, energy_sq]
    ring
  rw [hs] at h2
  calc hamiltonian α β p m * hamiltonian α β p m
      = (1 / 2 : ℝ) • (hamiltonian α β p m * hamiltonian α β p m
          + hamiltonian α β p m * hamiltonian α β p m) := by module
    _ = (1 / 2 : ℝ) • ((2 * energy p m ^ 2) • (1 : A)) := by rw [h2]
    _ = (energy p m ^ 2) • (1 : A) := by module

/-- If `{X, H} = 2c`, `R H = ε R` and `H Q = ε Q` with `ε ≠ 0`, then `R X Q = (c/ε) R Q`. -/
theorem sandwich {H X R Q : A} {c ε : ℝ} (hε : ε ≠ 0)
    (hX : X * H + H * X = (2 * c) • (1 : A)) (hR : R * H = ε • R) (hQ : H * Q = ε • Q) :
    R * X * Q = (c / ε) • (R * Q) := by
  -- evaluate `R {X, H} Q` in two ways
  have h1 : R * (X * H + H * X) * Q = (2 * ε) • (R * X * Q) := by
    calc R * (X * H + H * X) * Q = R * X * (H * Q) + (R * H) * X * Q := by noncomm_ring
      _ = (2 * ε) • (R * X * Q) := by
        rw [hR, hQ]
        simp only [mul_smul_comm, smul_mul_assoc]
        module
  have h2 : R * (X * H + H * X) * Q = (2 * c) • (R * Q) := by
    rw [hX]
    simp only [mul_smul_comm, smul_mul_assoc, mul_one]
  have hc : (2 * ε)⁻¹ * (2 * c) = c / ε := by ring
  calc R * X * Q = (2 * ε)⁻¹ • ((2 * ε) • (R * X * Q)) := by
        rw [smul_smul, inv_mul_cancel₀ (mul_ne_zero two_ne_zero hε), one_smul]
    _ = (2 * ε)⁻¹ • ((2 * c) • (R * Q)) := by rw [← h1, h2]
    _ = (c / ε) • (R * Q) := by rw [smul_smul, hc]

variable {p : ι → ℝ} {m : ℝ}

/-- For `E > 0`, `P₊` and `P₋` add up to one, are idempotent and annihilate each other,
and `H P± = P± H = ± E P±`. -/
theorem projector_properties (h : IsDiracAlgebra α β) (hE : 0 < energy p m) :
    posProj α β p m + negProj α β p m = 1 ∧
    posProj α β p m * posProj α β p m = posProj α β p m ∧
    negProj α β p m * negProj α β p m = negProj α β p m ∧
    posProj α β p m * negProj α β p m = 0 ∧
    negProj α β p m * posProj α β p m = 0 ∧
    hamiltonian α β p m * posProj α β p m = energy p m • posProj α β p m ∧
    posProj α β p m * hamiltonian α β p m = energy p m • posProj α β p m ∧
    hamiltonian α β p m * negProj α β p m = (-energy p m) • negProj α β p m ∧
    negProj α β p m * hamiltonian α β p m = (-energy p m) • negProj α β p m := by
  have hH := hamiltonian_sq h p m
  -- action of `H`, from `H² = E²`
  have h1 : hamiltonian α β p m * posProj α β p m = energy p m • posProj α β p m := by
    simp only [posProj, mul_smul_comm, mul_add, mul_one, hH]
    module
  have h2 : posProj α β p m * hamiltonian α β p m = energy p m • posProj α β p m := by
    simp only [posProj, smul_mul_assoc, add_mul, one_mul, hH]
    module
  have h3 : hamiltonian α β p m * negProj α β p m = (-energy p m) • negProj α β p m := by
    simp only [negProj, mul_smul_comm, mul_sub, mul_one, hH]
    module
  have h4 : negProj α β p m * hamiltonian α β p m = (-energy p m) • negProj α β p m := by
    simp only [negProj, smul_mul_assoc, sub_mul, one_mul, hH]
    module
  -- completeness
  have hc : posProj α β p m + negProj α β p m = 1 := by
    calc posProj α β p m + negProj α β p m
        = ((2 * energy p m)⁻¹ * (2 * energy p m)) • (1 : A) := by
          unfold posProj negProj
          module
      _ = 1 := by rw [inv_mul_cancel₀ (mul_ne_zero two_ne_zero hE.ne'), one_smul]
  -- orthogonality, then idempotency from completeness
  have hl : ∀ Y : A, posProj α β p m * Y
      = (2 * energy p m)⁻¹ • (energy p m • Y + hamiltonian α β p m * Y) := fun Y => by
    simp only [posProj, smul_mul_assoc, add_mul, one_mul]
  have hpm : posProj α β p m * negProj α β p m = 0 := by
    rw [hl, h3]
    module
  have hpp : posProj α β p m * posProj α β p m = posProj α β p m := by
    calc posProj α β p m * posProj α β p m
        = posProj α β p m * (posProj α β p m + negProj α β p m) := by
          rw [mul_add, hpm, add_zero]
      _ = posProj α β p m := by rw [hc, mul_one]
  have hmm : negProj α β p m * negProj α β p m = negProj α β p m := by
    calc negProj α β p m * negProj α β p m
        = (posProj α β p m + negProj α β p m) * negProj α β p m := by
          rw [add_mul, hpm, zero_add]
      _ = negProj α β p m := by rw [hc, one_mul]
  have hmp : negProj α β p m * posProj α β p m = 0 := by
    calc negProj α β p m * posProj α β p m
        = (posProj α β p m + negProj α β p m) * posProj α β p m
            - posProj α β p m * posProj α β p m := by noncomm_ring
      _ = 0 := by rw [hc, one_mul, hpp, sub_self]
  exact ⟨hc, hpp, hmm, hpm, hmp, h1, h2, h3, h4⟩

/-- Classical velocity: for `E > 0` one has `P₊ + P₋ = 1`, `P₊ α_k P₊ = (p_k/E) P₊`,
`P₊ β P₊ = (m/E) P₊`, `P₋ α_k P₋ = -(p_k/E) P₋` and `P₋ β P₋ = -(m/E) P₋`. -/
theorem classical_velocity (h : IsDiracAlgebra α β) (hE : 0 < energy p m) :
    posProj α β p m + negProj α β p m = 1 ∧
    (∀ k, posProj α β p m * α k * posProj α β p m = (p k / energy p m) • posProj α β p m) ∧
    posProj α β p m * β * posProj α β p m = (m / energy p m) • posProj α β p m ∧
    (∀ k, negProj α β p m * α k * negProj α β p m
      = (-(p k / energy p m)) • negProj α β p m) ∧
    negProj α β p m * β * negProj α β p m = (-(m / energy p m)) • negProj α β p m := by
  obtain ⟨hc, hpp, hmm, -, -, h1, h2, h3, h4⟩ := projector_properties h hE
  -- the sandwich lemma with `ε = E` and with `ε = -E`
  refine ⟨hc, fun k => ?_, ?_, fun k => ?_, ?_⟩
  · rw [sandwich hE.ne' (alpha_anticomm_hamiltonian h p m k) h2 h1, hpp]
  · rw [sandwich hE.ne' (beta_anticomm_hamiltonian h p m) h2 h1, hpp]
  · rw [sandwich (neg_ne_zero.mpr hE.ne') (alpha_anticomm_hamiltonian h p m k) h4 h3, hmm,
      div_neg]
  · rw [sandwich (neg_ne_zero.mpr hE.ne') (beta_anticomm_hamiltonian h p m) h4 h3, hmm,
      div_neg]

/-- For `E > 0`, `α_k = (p_k/E)(P₊ - P₋) + P₊ α_k P₋ + P₋ α_k P₊`, and
`P₊ α_k P₋ α_k P₊ = (1 - (p_k/E)²) P₊`. -/
theorem velocity_decomposition (h : IsDiracAlgebra α β) (hE : 0 < energy p m) (k : ι) :
    α k = (p k / energy p m) • (posProj α β p m - negProj α β p m)
      + (posProj α β p m * α k * negProj α β p m + negProj α β p m * α k * posProj α β p m) ∧
    posProj α β p m * α k * negProj α β p m * α k * posProj α β p m
      = (1 - (p k / energy p m) ^ 2) • posProj α β p m := by
  obtain ⟨hc, hp, -, hm, -⟩ := classical_velocity h hE
  obtain ⟨-, hpp, -⟩ := projector_properties h hE
  set P := posProj α β p m
  set M := negProj α β p m
  constructor
  · -- insert `P₊ + P₋ = 1` on both sides
    calc α k = (P + M) * α k * (P + M) := by rw [hc, one_mul, mul_one]
      _ = P * α k * P + M * α k * M + (P * α k * M + M * α k * P) := by noncomm_ring
      _ = (p k / energy p m) • (P - M) + (P * α k * M + M * α k * P) := by
          rw [hp k, hm k]
          module
  · -- write `P₋ = 1 - P₊` and use `α_k² = 1`
    have hM : M = 1 - P := by
      rw [← hc]
      abel
    calc P * α k * M * α k * P = P * (α k * α k) * P - P * α k * P * α k * P := by
          rw [hM]
          noncomm_ring
      _ = P - (p k / energy p m * (p k / energy p m)) • P := by
          rw [h.alpha_sq, mul_one, hpp, hp k, smul_mul_assoc, smul_mul_assoc, hp k, smul_smul]
      _ = (1 - (p k / energy p m) ^ 2) • P := by module

/-- For `E > 0` the partial derivative of the energy with respect to `p_k` is `p_k/E`. -/
theorem group_velocity [DecidableEq ι] (hE : 0 < energy p m) (k : ι) :
    HasDerivAt (fun t => energy (Function.update p k t) m) (p k / energy p m) (p k) := by
  -- split off the `k`-th component of `p·p`
  obtain ⟨S, hf, hS⟩ : ∃ S : ℝ, (∀ t : ℝ, ∑ i, Function.update p k t i ^ 2 = t ^ 2 + S) ∧
      p k ^ 2 + S = ∑ i, p i ^ 2 := by
    refine ⟨∑ i ∈ Finset.univ.erase k, p i ^ 2, fun t => ?_,
      Finset.add_sum_erase _ (fun i => p i ^ 2) (Finset.mem_univ k)⟩
    rw [← Finset.add_sum_erase _ _ (Finset.mem_univ k), Function.update_self]
    congr 1
    exact Finset.sum_congr rfl fun i hi => by
      rw [Function.update_of_ne (Finset.ne_of_mem_erase hi)]
  have h1 : HasDerivAt (fun t : ℝ => t ^ 2 + S + m ^ 2) (2 * p k) (p k) :=
    (((hasDerivAt_pow 2 (p k)).add_const S).add_const (m ^ 2)).congr_deriv (by norm_num)
  have hE2 : p k ^ 2 + S + m ^ 2 = energy p m ^ 2 := by rw [energy_sq, hS]
  have hne : p k ^ 2 + S + m ^ 2 ≠ 0 := by
    rw [hE2]
    exact pow_ne_zero 2 hE.ne'
  have hfun : (fun t => energy (Function.update p k t) m)
      = fun t : ℝ => Real.sqrt (t ^ 2 + S + m ^ 2) := by
    funext t
    unfold energy
    rw [hf]
  rw [hfun]
  refine (h1.sqrt hne).congr_deriv ?_
  show 2 * p k / (2 * Real.sqrt (p k ^ 2 + S + m ^ 2)) = p k / energy p m
  rw [hE2, Real.sqrt_sq hE.le, mul_div_mul_left _ _ (two_ne_zero : (2 : ℝ) ≠ 0)]

/-- For `E > 0`, `Σ (p_k/E)² + (m/E)² = 1`, and `Σ (p_k/E)² < 1` when `m ≠ 0`. -/
theorem velocity_shell (hE : 0 < energy p m) :
    (∑ k, (p k / energy p m) ^ 2) + (m / energy p m) ^ 2 = 1 ∧
    (m ≠ 0 → ∑ k, (p k / energy p m) ^ 2 < 1) := by
  have h1 : (∑ k, (p k / energy p m) ^ 2) + (m / energy p m) ^ 2 = 1 := by
    simp only [div_pow]
    rw [← Finset.sum_div, ← add_div, ← energy_sq p m, div_self (pow_ne_zero 2 hE.ne')]
  refine ⟨h1, fun hm => ?_⟩
  have h2 : 0 < (m / energy p m) ^ 2 :=
    lt_of_le_of_ne (sq_nonneg _) (pow_ne_zero 2 (div_ne_zero hm hE.ne')).symm
  linarith

/-- The three Pauli matrices. -/
def pauli : Fin 3 → Matrix (Fin 2) (Fin 2) ℂ :=
  ![!![0, 1; 1, 0], !![0, -I; I, 0], !![1, 0; 0, -1]]

/-- The matrices `α_i` of the standard representation, with `σ_i` in both off-diagonal
blocks. -/
def diracAlpha (i : Fin 3) : Matrix (Fin 2 ⊕ Fin 2) (Fin 2 ⊕ Fin 2) ℂ :=
  Matrix.fromBlocks 0 (pauli i) (pauli i) 0

/-- The matrix `β` of the standard representation, with diagonal blocks `1` and `-1`. -/
def diracBeta : Matrix (Fin 2 ⊕ Fin 2) (Fin 2 ⊕ Fin 2) ℂ :=
  Matrix.fromBlocks 1 0 0 (-1)

/-- The four-by-four matrices of the standard representation satisfy the Dirac algebra. -/
theorem isDiracAlgebra_witness : IsDiracAlgebra diracAlpha diracBeta := by
  -- the Pauli matrices are anticommuting involutions
  have hsq : ∀ i, pauli i * pauli i = 1 := by
    intro i
    fin_cases i <;> ext a b <;> fin_cases a <;> fin_cases b <;>
      simp [pauli, Matrix.mul_apply, Fin.sum_univ_two]
  have hanti : ∀ i j, i ≠ j → pauli i * pauli j + pauli j * pauli i = 0 := by
    intro i j hij
    fin_cases i <;> fin_cases j <;>
      first
      | exact absurd rfl hij
      | (ext a b
         fin_cases a <;> fin_cases b <;> simp [pauli])
  -- block multiplication
  have h1 : ∀ i, diracAlpha i * diracAlpha i = 1 := fun i => by
    simp [diracAlpha, Matrix.fromBlocks_multiply, hsq]
  have h2 : ∀ i j, i ≠ j →
      diracAlpha i * diracAlpha j + diracAlpha j * diracAlpha i = 0 := fun i j hij => by
    simp [diracAlpha, Matrix.fromBlocks_multiply, Matrix.fromBlocks_add, hanti i j hij]
  have h3 : diracBeta * diracBeta = 1 := by
    simp [diracBeta, Matrix.fromBlocks_multiply]
  have h4 : ∀ i, diracAlpha i * diracBeta + diracBeta * diracAlpha i = 0 := fun i => by
    simp [diracAlpha, diracBeta, Matrix.fromBlocks_multiply, Matrix.fromBlocks_add]
  exact ⟨h1, h2, h3, h4⟩

end

end FreeDiracVelocity
```

```lean
#print axioms FreeDiracVelocity.energy_sq
-- 'FreeDiracVelocity.energy_sq' depends on axioms: [propext, Classical.choice, Quot.sound]
#print axioms FreeDiracVelocity.velocity_decomposition
-- 'FreeDiracVelocity.velocity_decomposition' depends on axioms: [propext, Classical.choice, Quot.sound]
#print axioms FreeDiracVelocity.group_velocity
-- 'FreeDiracVelocity.group_velocity' depends on axioms: [propext, Classical.choice, Quot.sound]
#print axioms FreeDiracVelocity.velocity_shell
-- 'FreeDiracVelocity.velocity_shell' depends on axioms: [propext, Classical.choice, Quot.sound]
```

## How the proof follows the algebra

`anticomm_expand` distributes an anticommutator over \(H\). The next two lemmas evaluate it for \(\alpha_k\) and \(\beta\); `Finset.sum_eq_single` selects the surviving term. `hamiltonian_sq` applies the expansion to \(H\) itself and halves the result.

`sandwich` is the two-way evaluation for general \(R\), \(X\) and \(Q\), with `noncomm_ring` keeping the order of the factors. `projector_properties` supplies its eigenvalue equations, and `classical_velocity` uses it with \(\varepsilon=E\) and \(\varepsilon=-E\). Positivity of \(E\) enters through the divisions in `sandwich` and in the completeness relation.

`velocity_decomposition` follows the two calculations for the mixing terms. `group_velocity` varies one component with `Function.update`, separates its square from the constant remainder and differentiates the square root. `velocity_shell` divides the energy relation by \(E^2\).

Finally, `isDiracAlgebra_witness` checks the Pauli matrices entry by entry and obtains the relations for the standard \(4\times4\) Dirac matrices by block multiplication. The theorems therefore apply to the usual Dirac matrices in three space dimensions.
